# With a continuous, positive density of states, a moment m > 0 is stationary in the rigid-band Stoner model exactly when I m/(e₊ − e₋) = 1

## Which spin moments make the Stoner energy stationary?

Let $N(e)$ be the density of states per spin, the same function for both spins. I fill each spin band from an energy $b$, with $n_0$ electrons per spin when there is no moment. A moment $m$ is the number of up electrons minus the number of down electrons, so the levels $e_\pm(m)$ are fixed by

$$\int_b^{e_\pm(m)} N(e)\,de = n_0 \pm \frac m2 .$$

The energy is

$$E(m)=\int_b^{e_+}eN(e)\,de+\int_b^{e_-}eN(e)\,de-\frac{I m^2}{4},$$

where the constant $I$ is the Stoner parameter, the strength of the exchange energy gained by aligning spins.

I believe that $E'(m)=\tfrac12(e_+-e_--Im)$, so that a moment $m>0$ is stationary exactly when $Im/(e_+-e_-)=1$. Can this be made rigorous and machine-checked, preferably without assuming that the levels are differentiable?

## From the filling to the slope of the energy

Yes. For continuous, positive $N$, differentiability follows from the filling constraints.

Write $n(x)=\int_b^x N(e)\,de$. Then $n'=N>0$, so $n$ is strictly increasing. Both spins are covered by a level $e(m)$ with $n(e(m))=n_0+cm$, where $c=\pm\tfrac12$.

The level is continuous. If $a<e(m)$, then $n(a)<n_0+cm$. For $x$ near $m$ this gives $n(a)<n_0+cx=n(e(x))$, hence $a<e(x)$. Upper bounds work the same way.

For the derivative, let $q(y)$ be the difference quotient of $n$ between $e(m)$ and $y$, with $q(e(m))=N(e(m))$. Subtracting the constraints at $x$ and $m$ gives

$$(e(x)-e(m))\,q(e(x))=c(x-m).$$

Since $q(e(x))\to N(e(m))>0$, we get $e'(m)=c/N(e(m))$. By the chain rule the band energy changes at the rate

$$e\,N(e)\cdot\frac{c}{N(e)}=c\,e .$$

Adding the two spins and the exchange term gives

$$E'(m)=\frac{e_+}{2}-\frac{e_-}{2}-\frac{Im}{2}.$$

For $m>0$, $n(e_+)-n(e_-)=m>0$ forces $e_+>e_-$, so we may divide: $E'(m)=0$ exactly when $Im/(e_+-e_-)=1$. The states between the levels hold $m$ electrons, so their mean density is $\bar N=m/(e_+-e_-)$, and the condition is also $I\bar N=1$.

Differentiating once more,

$$E''(m)=\frac14\left(\frac1{N(e_+)}+\frac1{N(e_-)}\right)-\frac I2 .$$

At $m=0$ both levels equal $e_F$, so $E'(0)=0$ and $E''(0)=\tfrac12(1/N(e_F)-I)$. If $IN(e_F)>1$, this curvature is negative. Then $E'(x)/x<0$ for small $x>0$, so $E$ falls strictly away from zero moment.

## What the Lean statements say

`filling` is $n(x)$, `bandEnergy` is the integral of $eN(e)$, and `stonerEnergy` is $E(m)$. The functions `ep` and `em` are $e_+$ and $e_-$. `SpinLevels` records the two filling constraints for all $|m|<M$. It assumes that such levels exist; their continuity and differentiability are derived.

`generalized_stoner_condition` takes $0<m<M$ and states both equivalences, one with the level splitting and one with `meanDOS`. It concerns stationarity, so a moment that satisfies it may be a minimum, a maximum or neither.

`stoner_instability` is the familiar criterion in one direction: if $IN(e_F)>1$, every sufficiently small positive moment has lower energy than zero moment. The notation `𝓝[>] 0` expresses "sufficiently small positive". The theorem does not provide an equilibrium moment.

The model is at zero temperature, with one rigid density of states and constant $I$. Positivity of $N$ at every real energy is an idealisation that excludes gaps and band edges. The code does not require $M\le 2n_0$, which keeps both occupations non-negative and belongs to the physical reading.

In electronic-structure work, given a value of $I$, the condition lets one read candidate partially polarised moments off a non-magnetic density of states, within this rigid-band, constant-$I$ approximation. The fully polarised moment $m=2n_0$ has to be checked separately, because it can have the lowest energy without satisfying the condition.

```lean
import Mathlib

open Filter Topology Set

namespace GeneralizedStoner

noncomputable section

/-- Number of electrons of one spin in a band with density of states `N`, filled from `b` to `x`. -/
def filling (N : ℝ → ℝ) (b x : ℝ) : ℝ := ∫ e in b..x, N e

/-- Sum of the one-electron energies of one spin band filled from `b` to `x`. -/
def bandEnergy (N : ℝ → ℝ) (b x : ℝ) : ℝ := ∫ e in b..x, e * N e

/-- The levels `ep m` and `em m` hold `n0 + m/2` and `n0 - m/2` electrons of the two spins,
for all moments `m` of size below `M`. -/
structure SpinLevels (N : ℝ → ℝ) (b n0 M : ℝ) (ep em : ℝ → ℝ) : Prop where
  up : ∀ m, |m| < M → filling N b (ep m) = n0 + m / 2
  down : ∀ m, |m| < M → filling N b (em m) = n0 - m / 2

/-- Energy at moment `m`: the band energies of both spins minus the exchange term `I m² / 4`. -/
def stonerEnergy (N : ℝ → ℝ) (b I : ℝ) (ep em : ℝ → ℝ) (m : ℝ) : ℝ :=
  bandEnergy N b (ep m) + bandEnergy N b (em m) - I * m ^ 2 / 4

/-- Mean density of states between the energies `x` and `y`. -/
def meanDOS (N : ℝ → ℝ) (x y : ℝ) : ℝ := (∫ e in x..y, N e) / (y - x)

variable {N : ℝ → ℝ} {b n0 M I m : ℝ} {ep em : ℝ → ℝ}

/-- The number of electrons grows strictly with the level up to which the band is filled. -/
theorem filling_strictMono (hN : Continuous N) (hpos : ∀ x, 0 < N x) (b : ℝ) :
    StrictMono (filling N b) := by
  refine strictMono_of_deriv_pos fun x => ?_
  have h : HasDerivAt (filling N b) (N x) x := (hN.integral_hasStrictDerivAt b x).hasDerivAt
  rw [h.deriv]
  exact hpos x

/-- If the filling changes with `m` at the constant rate `c`, the level moves at the rate `c`
divided by the density of states at the level. -/
theorem level_hasDerivAt (hN : Continuous N) (hpos : ∀ x, 0 < N x) {e : ℝ → ℝ} {c : ℝ}
    (h : ∀ᶠ x in 𝓝 m, filling N b (e x) = n0 + c * x) :
    HasDerivAt e (c / N (e m)) m := by
  have hmono := filling_strictMono hN hpos b
  have hF : HasDerivAt (filling N b) (N (e m)) (e m) :=
    (hN.integral_hasStrictDerivAt b (e m)).hasDerivAt
  -- the level is continuous because the filling is strictly increasing
  have hcont : Tendsto e (𝓝 m) (𝓝 (e m)) := by
    have hl : Tendsto (fun x => n0 + c * x) (𝓝 m) (𝓝 (filling N b (e m))) := by
      rw [h.self_of_nhds]
      exact (show Continuous (fun x : ℝ => n0 + c * x) by fun_prop).tendsto m
    refine tendsto_order.2 ⟨fun a ha => ?_, fun a ha => ?_⟩
    · filter_upwards [h, (tendsto_order.1 hl).1 _ (hmono ha)] with x hx hx'
      exact hmono.lt_iff_lt.1 (by rw [hx]; exact hx')
    · filter_upwards [h, (tendsto_order.1 hl).2 _ (hmono ha)] with x hx hx'
      exact hmono.lt_iff_lt.1 (by rw [hx]; exact hx')
  -- the difference quotient of the filling tends to the density of states
  have hD : Tendsto (fun x => dslope (filling N b) (e m) (e x)) (𝓝 m) (𝓝 (N (e m))) := by
    have h1 : ContinuousAt (dslope (filling N b) (e m)) (e m) :=
      continuousAt_dslope_same.2 hF.differentiableAt
    have h2 : Tendsto (fun x => dslope (filling N b) (e m) (e x)) (𝓝 m)
        (𝓝 (dslope (filling N b) (e m) (e m))) := h1.tendsto.comp hcont
    rw [dslope_same, hF.deriv] at h2
    exact h2
  rw [hasDerivAt_iff_tendsto_slope]
  have h3 : Tendsto (fun x => c / dslope (filling N b) (e m) (e x)) (𝓝[≠] m)
      (𝓝 (c / N (e m))) :=
    (tendsto_const_nhds.div hD (hpos _).ne').mono_left nhdsWithin_le_nhds
  refine h3.congr' ?_
  filter_upwards [self_mem_nhdsWithin, nhdsWithin_le_nhds h,
    nhdsWithin_le_nhds (hD.eventually_ne (hpos _).ne')] with x hx hx1 hx2
  have hs := sub_smul_dslope (filling N b) (e m) (e x)
  rw [hx1, h.self_of_nhds, smul_eq_mul] at hs
  have hxm : x - m ≠ 0 := sub_ne_zero.2 hx
  rw [slope_def_field, div_eq_div_iff hx2 hxm]
  linear_combination -hs

/-- If the filling changes at the constant rate `c`, the band energy changes at the rate `c`
times the energy of the level. -/
theorem bandEnergy_hasDerivAt (hN : Continuous N) (hpos : ∀ x, 0 < N x) {e : ℝ → ℝ} {c : ℝ}
    (h : ∀ᶠ x in 𝓝 m, filling N b (e x) = n0 + c * x) :
    HasDerivAt (fun x => bandEnergy N b (e x)) (c * e m) m := by
  have h1 : HasDerivAt (bandEnergy N b) (e m * N (e m)) (e m) :=
    ((show Continuous (fun x => x * N x) by fun_prop).integral_hasStrictDerivAt b
      (e m)).hasDerivAt
  refine (h1.comp m (level_hasDerivAt hN hpos h)).congr_deriv ?_
  have hne : N (e m) ≠ 0 := (hpos _).ne'
  have h2 : N (e m) * (c / N (e m)) = c := by field_simp
  linear_combination e m * h2

/-- Near an allowed moment the two fillings change at the rates `1/2` and `-1/2`. -/
theorem SpinLevels.near (h : SpinLevels N b n0 M ep em) (hm : |m| < M) :
    (∀ᶠ x in 𝓝 m, filling N b (ep x) = n0 + (1 / 2) * x) ∧
    (∀ᶠ x in 𝓝 m, filling N b (em x) = n0 + (-1 / 2) * x) := by
  have ho : ∀ᶠ x in 𝓝 m, |x| < M :=
    (isOpen_lt continuous_abs continuous_const).mem_nhds hm
  constructor
  · filter_upwards [ho] with x hx
    rw [h.up x hx]; ring
  · filter_upwards [ho] with x hx
    rw [h.down x hx]; ring

/-- The energy changes with the moment at the rate `(e₊ - e₋ - I m) / 2`. -/
theorem stonerEnergy_hasDerivAt (hN : Continuous N) (hpos : ∀ x, 0 < N x)
    (h : SpinLevels N b n0 M ep em) (I : ℝ) (hm : |m| < M) :
    HasDerivAt (stonerEnergy N b I ep em) ((ep m - em m - I * m) / 2) m := by
  have h1 := bandEnergy_hasDerivAt hN hpos (h.near hm).1
  have h2 := bandEnergy_hasDerivAt hN hpos (h.near hm).2
  have hsq : HasDerivAt (fun x : ℝ => x ^ 2) (2 * m) m := by simpa using hasDerivAt_pow 2 m
  refine ((h1.fun_add h2).fun_sub ((hsq.const_mul I).div_const 4)).congr_deriv ?_
  ring

/-- Generalized Stoner condition: at a moment `0 < m < M` the energy is stationary exactly when
`I m / (e₊ - e₋) = 1`, and exactly when `I` times the mean density of states between the
two levels is one. -/
theorem generalized_stoner_condition (hN : Continuous N) (hpos : ∀ x, 0 < N x)
    (h : SpinLevels N b n0 M ep em) (I : ℝ) (h0 : 0 < m) (hM : m < M) :
    (deriv (stonerEnergy N b I ep em) m = 0 ↔ I * m / (ep m - em m) = 1) ∧
    (deriv (stonerEnergy N b I ep em) m = 0 ↔ I * meanDOS N (em m) (ep m) = 1) := by
  have hm : |m| < M := by rwa [abs_of_pos h0]
  -- a positive moment splits the levels
  have hlt : em m < ep m := (filling_strictMono hN hpos b).lt_iff_lt.1 (by
    rw [h.up m hm, h.down m hm]; linarith)
  have hne : ep m - em m ≠ 0 := (sub_pos.2 hlt).ne'
  have key : deriv (stonerEnergy N b I ep em) m = 0 ↔ I * m / (ep m - em m) = 1 := by
    rw [(stonerEnergy_hasDerivAt hN hpos h I hm).deriv, div_eq_one_iff_eq hne]
    constructor <;> intro hh <;> linarith
  -- the states between the levels hold exactly the moment
  have hint : ∫ e in (em m)..(ep m), N e = m := by
    rw [← intervalIntegral.integral_interval_sub_left (hN.intervalIntegrable b (ep m))
      (hN.intervalIntegrable b (em m))]
    have hu := h.up m hm
    have hd := h.down m hm
    unfold filling at hu hd
    linarith
  refine ⟨key, ?_⟩
  rw [key, meanDOS, hint, mul_div_assoc]

/-- The second derivative of the energy with respect to the moment is
`(1/N(e₊) + 1/N(e₋)) / 4 - I / 2`. -/
theorem stonerEnergy_curvature (hN : Continuous N) (hpos : ∀ x, 0 < N x)
    (h : SpinLevels N b n0 M ep em) (I : ℝ) (hm : |m| < M) :
    HasDerivAt (deriv (stonerEnergy N b I ep em))
      ((1 / N (ep m) + 1 / N (em m)) / 4 - I / 2) m := by
  have h1 := level_hasDerivAt hN hpos (h.near hm).1
  have h2 := level_hasDerivAt hN hpos (h.near hm).2
  have h3 : HasDerivAt (fun x => (ep x - em x - I * x) / 2)
      ((1 / N (ep m) + 1 / N (em m)) / 4 - I / 2) m := by
    refine (((h1.fun_sub h2).fun_sub ((hasDerivAt_id' m).const_mul I)).div_const 2).congr_deriv ?_
    ring
  refine h3.congr_of_eventuallyEq ?_
  filter_upwards [(isOpen_lt continuous_abs continuous_const).mem_nhds hm] with x hx
  exact (stonerEnergy_hasDerivAt hN hpos h I hx).deriv

/-- Stoner criterion: if `I` times the density of states per spin at the unpolarized level
exceeds one, every sufficiently small positive moment has lower energy than zero moment. -/
theorem stoner_instability (hN : Continuous N) (hpos : ∀ x, 0 < N x)
    (h : SpinLevels N b n0 M ep em) (hM : 0 < M) (hI : 1 < I * N (ep 0)) :
    ∀ᶠ m in 𝓝[>] 0, stonerEnergy N b I ep em m < stonerEnergy N b I ep em 0 := by
  have h0 : |(0 : ℝ)| < M := by rwa [abs_zero]
  have heq : em 0 = ep 0 := (filling_strictMono hN hpos b).injective (by
    rw [h.up 0 h0, h.down 0 h0]; ring)
  have hg0 : deriv (stonerEnergy N b I ep em) 0 = 0 := by
    rw [(stonerEnergy_hasDerivAt hN hpos h I h0).deriv, heq]; ring
  -- the curvature at zero moment is negative
  have hneg : (1 / N (ep 0) + 1 / N (em 0)) / 4 - I / 2 < 0 := by
    have h1 : 1 / N (ep 0) < I := (div_lt_iff₀ (hpos _)).2 hI
    rw [heq]; linarith
  have hs := (tendsto_order.1 (hasDerivAt_iff_tendsto_slope.1
    (stonerEnergy_curvature hN hpos h I h0))).2 0 hneg
  rw [eventually_nhdsWithin_iff, Metric.eventually_nhds_iff] at hs
  obtain ⟨δ, hδ, hs⟩ := hs
  filter_upwards [Ioo_mem_nhdsGT (lt_min hδ hM)] with m hm
  have hmδ : m < δ := hm.2.trans_le (min_le_left _ _)
  have hmM : m < M := hm.2.trans_le (min_le_right _ _)
  -- hence the energy falls strictly between zero moment and `m`
  have hanti : StrictAntiOn (stonerEnergy N b I ep em) (Icc 0 m) := by
    refine strictAntiOn_of_deriv_neg (convex_Icc 0 m) (fun x hx => ?_) (fun x hx => ?_)
    · have hxM : |x| < M := by rw [abs_of_nonneg hx.1]; exact hx.2.trans_lt hmM
      exact (stonerEnergy_hasDerivAt hN hpos h I hxM).continuousAt.continuousWithinAt
    · rw [interior_Icc] at hx
      have hd : dist x 0 < δ := by
        rw [Real.dist_eq, sub_zero, abs_of_pos hx.1]; exact hx.2.trans hmδ
      have hsl := hs hd hx.1.ne'
      rw [slope_def_field, hg0, sub_zero, sub_zero] at hsl
      by_contra hc
      exact absurd hsl (not_lt_of_ge (div_nonneg (not_lt.1 hc) hx.1.le))
  exact hanti (left_mem_Icc.2 hm.1.le) (right_mem_Icc.2 hm.1.le) hm.1

/-- The exponential density of states, filled from zero with one electron per spin at zero
moment, has the levels `log (2 ± m/2)` for moments of size below two. -/
theorem spinLevels_witness :
    Continuous Real.exp ∧ (∀ x, 0 < Real.exp x) ∧
    SpinLevels Real.exp 0 1 2 (fun m => Real.log (2 + m / 2))
      (fun m => Real.log (2 - m / 2)) := by
  refine ⟨Real.continuous_exp, Real.exp_pos, ⟨fun m hm => ?_, fun m hm => ?_⟩⟩
  · have h := abs_lt.1 hm
    unfold filling
    rw [integral_exp, Real.exp_log (by linarith [h.1]), Real.exp_zero]
    ring
  · have h := abs_lt.1 hm
    unfold filling
    rw [integral_exp, Real.exp_log (by linarith [h.2]), Real.exp_zero]
    ring

end

end GeneralizedStoner
```

```lean
#print axioms GeneralizedStoner.generalized_stoner_condition
-- 'GeneralizedStoner.generalized_stoner_condition' depends on axioms: [propext, Classical.choice, Quot.sound]
#print axioms GeneralizedStoner.stoner_instability
-- 'GeneralizedStoner.stoner_instability' depends on axioms: [propext, Classical.choice, Quot.sound]
```

## How the proof follows the calculation

`filling_strictMono` obtains monotonicity from the positive derivative. In `level_hasDerivAt`, the two branches after `tendsto_order` are the lower and upper bounds that give continuity.

The proof turns on Mathlib's `dslope`, which is the function $q$ above: the difference quotient at distinct points, and the derivative where they coincide. It is continuous at the base point because `filling` is differentiable there, so it can be composed with the level without first showing that $e(x)\ne e(m)$. The lemma `sub_smul_dslope` supplies the product identity. Once `div_eq_div_iff` has cleared the denominators in the required equality of quotients, `linear_combination -hs` closes the goal.

`bandEnergy_hasDerivAt` is the chain rule with the cancellation of $N$. `SpinLevels.near` supplies the rates $\pm\tfrac12$ in a neighbourhood of $m$, and `stonerEnergy_hasDerivAt` adds the three terms.

In the main theorem, `hlt` is the splitting of the levels and `hint` says that the integral between them is $m$. `stonerEnergy_curvature` differentiates the formula for $E'$, which holds throughout a neighbourhood of $m$. `stoner_instability` converts negative curvature into $E'<0$ on a short interval, and `strictAntiOn_of_deriv_neg` then compares the energies at its ends.

`spinLevels_witness` shows that the hypotheses are satisfiable: for $N(e)=\exp(e)$, $b=0$ and $n_0=1$, the levels are $\log(2\pm m/2)$ for $|m|<2$.

## Adding a magnetic field

The same calculation by hand covers a field term $-hm$ in the energy, with $h$ the field in energy units. The slope becomes $\tfrac12(e_+-e_--Im)-h$, so stationary moments satisfy $e_+-e_-=Im+2h$. This variant is not in the Lean file.
